# A perpendicular magnetic field lowers the shear viscosity and no-slip channel resistance of a two-dimensional electron fluid in the relaxation-time model

Consider a two-dimensional electron fluid under weak, uniform, steady shear in a perpendicular magnetic field. The angle θ, in radians, labels points on a circular Fermi surface, and f(θ) is the deformation of that surface per unit shear rate. Three real numbers enter:

- w is the cyclotron frequency, whose sign gives the sense of rotation;
- τ > 0 is the relaxation time, in which collisions restore the circular shape;
- s is the strength of the shear drive per unit shear rate. It absorbs the material factors, scaled so that the amplitudes of f can be read directly as viscosities. For a degenerate electron gas with a parabolic band, s = n m v_F²/4, where n is the electron density, m the effective mass and v_F the Fermi velocity.

The steady kinetic equation balances rotation and relaxation against the drive:

w f′(θ) + f(θ)/τ = s sin 2θ.

A steady state is a continuously differentiable function of period 2π that satisfies this equation at every θ. The shear viscosity a and the Hall viscosity b are

a = sτ / (1 + (2wτ)²),  b = −2wτ a.

The sign of b follows from the orientation chosen for θ and from the sign of w.

For the channel, y runs across the width from one wall at 0 to the other at W > 0, u(y) is the velocity along the channel, and G is the driving force per unit area of the fluid. The resistance is here the ratio of G to the flux ∫ u dy; dividing it by (ne)², with n the electron density and e the elementary charge, gives the electrical resistance per unit length of the channel.

## The steady state and its consequences for channel flow

For every τ > 0 and all real w and s, the steady state exists, is unique, and equals

f(θ) = a sin 2θ + b cos 2θ.

If s > 0, then a strictly decreases as |w| grows, and so does the resistance 12a/W³ of a plane channel with no slip at the walls.

**Existence.** The derivative of the proposed solution is f′ = 2a cos 2θ − 2b sin 2θ. Substitution gives

w f′ + f/τ = (a/τ − 2wb) sin 2θ + (2wa + b/τ) cos 2θ.

The cosine coefficient vanishes because b = −2wτa. The sine coefficient then becomes

a/τ + 4w²τ a = (a/τ)(1 + (2wτ)²) = s.

**Uniqueness.** Let g be the difference of two steady states. It has period 2π and satisfies w g′ + g/τ = 0. If w = 0, this reads g/τ = 0, so g = 0. If w ≠ 0, put c = 1/(wτ), which is nonzero. Then g′ + cg = 0, and

d/dθ [g(θ) exp(cθ)] = (g′(θ) + c g(θ)) exp(cθ) = 0.

The product is therefore constant. Comparing its values at θ and θ + 2π, and using the periodicity of g, gives

g(θ) (exp(2πc) − 1) = 0.

The bracket is nonzero, so g(θ) = 0 for every θ.

**Channel flow.** A fluid of viscosity η > 0 obeys the Stokes equation η u″ = −G with u(0) = u(W) = 0. Write k = G/η. Two integrations give

u′(y) = u′(0) − ky,
u(y) = u′(0) y − ky²/2.

The condition at y = W fixes u′(0) = kW/2, and hence

u(y) = (k/2) y (W − y).

The flux is

∫ u dy = (k/2)(W³/2 − W³/3) = kW³/12.

Since G = ηk, it follows that G = (12η/W³) ∫ u dy.

**Dependence on the field.** If |w₁| < |w₂|, then w₁² < w₂², so the denominator 1 + 4τ²w² is larger at w₂. The numerator sτ is positive and does not change. The viscosity is thus smaller at w₂, and multiplication by 12/W³ carries the inequality over to the resistance.

**A numerical instance.** In dimensionless units take τ = 1, s = 5 and w = 1. Then a = 5/(1 + 4) = 1 and b = −2, so f = sin 2θ − 2 cos 2θ. Its derivative is 2 cos 2θ + 4 sin 2θ, and f′ + f = 5 sin 2θ, as required. At w = 0 the viscosity would be 5. For a channel with W = 2 the resistance falls from 12·5/8 = 7.5 without the field to 12·1/8 = 1.5 with it. Reversing the field to w = −1 changes b to +2 and leaves a and the resistance unchanged.

For a simulation of electron transport, the closed form gives a reference value against which a Boltzmann solver can be compared, in the limit of uniform shear and a single relaxation time.

## Viscosities, steady states and resistance in Lean

All physical quantities are real numbers, so units are left to the reader.

```lean
import Mathlib

open Real Set

namespace ElectronHallViscosity

noncomputable section
```

The shear viscosity is defined by its closed formula. What connects it to the kinetic equation is the later theorem on steady states.

```lean
/-- Shear viscosity at cyclotron frequency `w` and relaxation time `τ`, where `s` is the
drive per unit shear rate. -/
def shearViscosity (w τ s : ℝ) : ℝ := s * τ / (1 + (2 * w * τ) ^ 2)
```

The Hall viscosity is defined through the shear viscosity, with the sign convention above.

```lean
/-- Hall viscosity at cyclotron frequency `w`, in the same units as the shear viscosity. -/
def hallViscosity (w τ s : ℝ) : ℝ := -2 * w * τ * shearViscosity w τ s
```

The function `response` combines the two amplitudes into the second harmonic. No stress tensor is constructed: the reading of these amplitudes as viscosities rests on the scaling of `s`.

```lean
/-- Second-harmonic deformation of the Fermi surface, with the shear and Hall viscosities
as amplitudes. -/
def response (w τ s θ : ℝ) : ℝ :=
  shearViscosity w τ s * sin (2 * θ) + hallViscosity w τ s * cos (2 * θ)
```

The predicate `IsSteadyState` has three parts: `ContDiff ℝ 1 f` for continuous differentiability, `Function.Periodic f (2 * π)` for single-valuedness on the Fermi surface, and the kinetic equation at every angle. It does not assume that `f` contains only second harmonics.

The equation relaxes every harmonic at the same rate 1/τ. Collisions between electrons that conserve particle number and momentum would leave the corresponding low harmonics undamped, and the undriven equation could then have nonzero solutions. The uniqueness below belongs to the single-rate model.

```lean
/-- A continuously differentiable, `2π`-periodic angular distribution that solves the steady
kinetic equation with cyclotron rotation, relaxation and shear drive. -/
def IsSteadyState (w τ s : ℝ) (f : ℝ → ℝ) : Prop :=
  ContDiff ℝ 1 f ∧ Function.Periodic f (2 * π) ∧
    ∀ θ, w * deriv f θ + f θ / τ = s * sin (2 * θ)
```

The channel resistance is likewise introduced as a formula, for an arbitrary viscosity `η`; Poiseuille's law is proved for it further on.

```lean
/-- Resistance of a channel of width `W` to a fluid of viscosity `η`: force density per
unit of flux. -/
def channelResistance (η W : ℝ) : ℝ := 12 * η / W ^ 3
```

## The second harmonic solves the kinetic equation

The first lemma computes f′ by the chain rule. `HasDerivAt` states both that the derivative exists at θ and what its value is.

```lean
/-- The angular derivative of the second-harmonic deformation. -/
theorem hasDerivAt_response (w τ s θ : ℝ) :
    HasDerivAt (response w τ s)
      (2 * shearViscosity w τ s * cos (2 * θ) - 2 * hallViscosity w τ s * sin (2 * θ)) θ := by
  have h : HasDerivAt (fun x : ℝ => 2 * x) 2 θ :=
    ((hasDerivAt_id' θ).const_mul (2 : ℝ)).congr_deriv (by norm_num)
  exact ((h.sin.const_mul (shearViscosity w τ s)).fun_add
    (h.cos.const_mul (hallViscosity w τ s))).congr_deriv (by ring)
```

The next theorem checks the three parts of `IsSteadyState` in turn. Smoothness comes from that of sine and cosine. For periodicity, advancing θ by 2π advances 2θ by two full periods. For the equation, `ha` records sτ = a(1 + (2wτ)²), and `hk` records τ·τ⁻¹ = 1. After the viscosity and τ⁻¹ have been replaced by plain variables, `linear_combination` carries out the matching of sine and cosine coefficients.

```lean
/-- The second-harmonic deformation is a steady state of the driven kinetic equation. -/
theorem response_isSteadyState {τ : ℝ} (hτ : 0 < τ) (w s : ℝ) :
    IsSteadyState w τ s (response w τ s) := by
  refine ⟨?_, ?_, ?_⟩
  · exact (contDiff_const.mul (Real.contDiff_sin.comp (contDiff_const.mul contDiff_id))).add
      (contDiff_const.mul (Real.contDiff_cos.comp (contDiff_const.mul contDiff_id)))
  · intro θ
    have h : 2 * (θ + 2 * π) = 2 * θ + 2 * π + 2 * π := by ring
    simp only [response, h, Real.sin_add_two_pi, Real.cos_add_two_pi]
  · intro θ
    have hpos : 1 + (2 * w * τ) ^ 2 ≠ 0 := by positivity
    have ha : s * τ = shearViscosity w τ s * (1 + (2 * w * τ) ^ 2) :=
      (div_eq_iff hpos).mp rfl
    have hk : τ * τ⁻¹ = 1 := mul_inv_cancel₀ hτ.ne'
    rw [(hasDerivAt_response w τ s θ).deriv, response, hallViscosity, div_eq_mul_inv]
    -- match the coefficients of the two harmonics
    generalize shearViscosity w τ s = a at ha ⊢
    generalize τ⁻¹ = k at hk ⊢
    linear_combination (-(sin (2 * θ) * k)) * ha
      + (s * sin (2 * θ) - 4 * w ^ 2 * τ * a * sin (2 * θ) - 2 * w * a * cos (2 * θ)) * hk
```

## Periodicity removes every undriven solution

Here `g'` is a function supplied together with the hypothesis that it is the derivative of `g`. The proof separates w = 0 from w ≠ 0, as in the derivation by hand. In the second case `c` is introduced by w·c = 1/τ, and `hd` shows that g(θ) exp(cθ) has zero derivative. The equality `hk` compares its values one turn apart. If g(θ) were nonzero, it could be cancelled; injectivity of the exponential would then force c·2π = 0, which contradicts c ≠ 0.

```lean
/-- Without drive, a periodic angular distribution obeying the steady kinetic equation
vanishes. -/
theorem undriven_eq_zero {w τ : ℝ} (hτ : 0 < τ) {g g' : ℝ → ℝ}
    (hg : ∀ θ, HasDerivAt g (g' θ) θ) (hp : Function.Periodic g (2 * π))
    (he : ∀ θ, w * g' θ + g θ / τ = 0) (θ : ℝ) : g θ = 0 := by
  by_cases hw : w = 0
  · have h := he θ
    rw [hw, zero_mul, zero_add] at h
    exact (div_eq_zero_iff.mp h).resolve_right hτ.ne'
  obtain ⟨c, hc⟩ : ∃ c, w * c = 1 / τ := ⟨1 / τ / w, by field_simp⟩
  have hc0 : c ≠ 0 := by
    intro h
    have h' := one_div_pos.mpr hτ
    rw [h, mul_zero] at hc
    linarith
  -- the integrating factor turns the equation into a conservation law
  have hd : ∀ x, HasDerivAt (fun y => g y * exp (c * y)) 0 x := by
    intro x
    have h1 : HasDerivAt (fun y : ℝ => c * y) c x :=
      ((hasDerivAt_id' x).const_mul c).congr_deriv (mul_one c)
    have h2 : g' x + c * g x = 0 := by
      apply mul_left_cancel₀ hw
      linear_combination he x + g x * hc
    exact ((hg x).fun_mul h1.exp).congr_deriv (by linear_combination exp (c * x) * h2)
  have hk : g (θ + 2 * π) * exp (c * (θ + 2 * π)) = g θ * exp (c * θ) :=
    is_const_of_deriv_eq_zero (fun x => (hd x).differentiableAt) (fun x => (hd x).deriv) _ _
  rw [hp θ] at hk
  -- one turn changes the exponential, so the amplitude must vanish
  by_contra h0
  have h3 := Real.exp_injective (mul_left_cancel₀ h0 hk)
  have h4 : c * (2 * π) = 0 := by linear_combination h3
  exact mul_ne_zero hc0 Real.two_pi_pos.ne' h4
```

The equivalence combines existence and uniqueness: a function is a steady state exactly when it equals `response w τ s`. In the forward direction, `hd`, `hq` and `hz` establish that the difference f − response is differentiable, periodic and undriven, so the previous theorem makes it zero at each angle. The reverse direction is the existence theorem. There is no restriction on the signs of w and s.

```lean
/-- The steady state of the sheared electron fluid in a magnetic field is unique: it is the
second harmonic whose amplitudes are the shear and Hall viscosities. -/
theorem isSteadyState_iff {τ : ℝ} (hτ : 0 < τ) (w s : ℝ) (f : ℝ → ℝ) :
    IsSteadyState w τ s f ↔ f = response w τ s := by
  constructor
  · rintro ⟨hf, hp, he⟩
    obtain ⟨-, hp', he'⟩ := response_isSteadyState hτ w s
    have hd : ∀ x, HasDerivAt (fun y => f y - response w τ s y)
        (deriv f x - deriv (response w τ s) x) x := fun x =>
      ((hf.differentiable (by simp)) x).hasDerivAt.fun_sub
        (hasDerivAt_response w τ s x).differentiableAt.hasDerivAt
    have hq : Function.Periodic (fun y => f y - response w τ s y) (2 * π) := by
      intro x
      show f (x + 2 * π) - response w τ s (x + 2 * π) = f x - response w τ s x
      rw [hp x, hp' x]
    have hz : ∀ x, w * (deriv f x - deriv (response w τ s) x)
        + (f x - response w τ s x) / τ = 0 := fun x => by
      linear_combination he x - he' x
    funext θ
    exact sub_eq_zero.mp (undriven_eq_zero hτ hd hq hz θ)
  · rintro rfl
    exact response_isSteadyState hτ w s
```

## Plane Poiseuille flow from the Stokes equation

In this theorem `v` is u′ and `a` is u″; this `a` is unrelated to the viscosity amplitude. The flow `u` is an arbitrary solution with no slip, and the parabolic profile is derived. The derivative hypotheses are two-sided even at the walls, so the values of `u` and `v` just outside the channel must make both functions differentiable at the walls themselves; differentiability beyond the walls is not assumed.

The auxiliary statement `const` says that a function with zero derivative on the channel keeps its value at the first wall. Applied to u′ + ky, it gives the first integration, `e1`; applied to u + ky²/2 − u′(0)y, it gives the second, `e2`. The far wall fixes u′(0) in `e3`, `hprof` is the parabola, and `hint` evaluates the flux from an explicit antiderivative.

The channel model contains viscous friction only: it takes collisions to conserve momentum, whereas the kinetic equation above damps every harmonic. The formula for the shear viscosity still applies, because it involves only the relaxation of the second harmonic, with τ as the relaxation time of that harmonic. Momentum loss to impurities or phonons would add a drag term to the Stokes equation, and partial slip would change the boundary conditions. The Hall viscosity does not enter this balance of forces along the channel.

```lean
/-- Poiseuille's law in a plane channel: for Stokes flow `u` with no slip at the walls, the
force density `G` is the channel resistance times the flux. -/
theorem poiseuille_law {η G W : ℝ} (hη : 0 < η) (hW : 0 < W) {u v a : ℝ → ℝ}
    (hu : ∀ y ∈ Icc 0 W, HasDerivAt u (v y) y) (hv : ∀ y ∈ Icc 0 W, HasDerivAt v (a y) y)
    (hs : ∀ y ∈ Icc 0 W, η * a y = -G) (h0 : u 0 = 0) (h1 : u W = 0) :
    G = channelResistance η W * ∫ y in (0 : ℝ)..W, u y := by
  obtain ⟨k, hk⟩ : ∃ k, η * k = G := ⟨G / η, by field_simp⟩
  have ha : ∀ y ∈ Icc 0 W, a y = -k := fun y hy =>
    mul_left_cancel₀ hη.ne' (by linear_combination hs y hy + hk)
  have const : ∀ F : ℝ → ℝ, (∀ y ∈ Icc 0 W, HasDerivAt F 0 y) → ∀ y ∈ Icc 0 W, F y = F 0 :=
    fun F hF => constant_of_has_deriv_right_zero
      (fun y hy => (hF y hy).continuousAt.continuousWithinAt)
      (fun y hy => (hF y (Ico_subset_Icc_self hy)).hasDerivWithinAt)
  -- integrate the Stokes equation twice
  have e1 : ∀ y ∈ Icc 0 W, v y + k * y = v 0 + k * 0 :=
    const (fun y => v y + k * y) (fun y hy =>
      ((hv y hy).fun_add ((hasDerivAt_id' y).const_mul k)).congr_deriv
        (by rw [ha y hy]; ring))
  have e2 : ∀ y ∈ Icc 0 W, u y + k / 2 * (y * y) - v 0 * y
      = u 0 + k / 2 * (0 * 0) - v 0 * 0 :=
    const (fun y => u y + k / 2 * (y * y) - v 0 * y) (fun y hy =>
      (((hu y hy).fun_add (((hasDerivAt_id' y).fun_mul (hasDerivAt_id' y)).const_mul
        (k / 2))).fun_sub ((hasDerivAt_id' y).const_mul (v 0))).congr_deriv
        (by linear_combination e1 y hy))
  have e3 : v 0 = k * W / 2 := by
    apply mul_right_cancel₀ hW.ne'
    linear_combination h1 - h0 - e2 W ⟨hW.le, le_rfl⟩
  have hprof : ∀ y ∈ uIcc 0 W, u y = k / 2 * (y * (W - y)) := by
    intro y hy
    rw [uIcc_of_le hW.le] at hy
    linear_combination e2 y hy + h0 + y * e3
  -- the flux of the parabolic profile
  have hint : ∫ y in (0 : ℝ)..W, u y = k * W ^ 3 / 12 := by
    rw [intervalIntegral.integral_congr hprof]
    have hF : ∀ y ∈ uIcc 0 W, HasDerivAt
        (fun y : ℝ => k / 2 * (W / 2 * (y * y) - 1 / 3 * (y * y * y)))
        (k / 2 * (y * (W - y))) y := by
      intro y _
      have hq := (hasDerivAt_id' y).fun_mul (hasDerivAt_id' y)
      exact (((hq.const_mul (W / 2)).fun_sub
        ((hq.fun_mul (hasDerivAt_id' y)).const_mul (1 / 3))).const_mul (k / 2)).congr_deriv
        (by ring)
    have hc : Continuous (fun y : ℝ => k / 2 * (y * (W - y))) := by fun_prop
    rw [intervalIntegral.integral_eq_sub_of_hasDerivAt hF (hc.intervalIntegrable _ _)]
    ring
  have hW' := hW.ne'
  rw [hint, ← hk, channelResistance]
  field_simp
```

## Viscosity and resistance fall with |w|

The hypothesis `|w₁| < |w₂|` compares field strengths regardless of direction. The proof squares it, multiplies by τ², and compares two fractions with the same positive numerator. The condition s > 0 is what makes that numerator positive; at s = 0 both viscosities would vanish and the inequality would fail.

```lean
/-- For a positive drive, the shear viscosity strictly decreases with the magnitude of the
cyclotron frequency. -/
theorem shearViscosity_lt {τ s w₁ w₂ : ℝ} (hτ : 0 < τ) (hs : 0 < s) (h : |w₁| < |w₂|) :
    shearViscosity w₂ τ s < shearViscosity w₁ τ s := by
  have h2 : w₁ ^ 2 < w₂ ^ 2 := sq_lt_sq.mpr h
  have h3 := mul_lt_mul_of_pos_right h2 (pow_pos hτ 2)
  unfold shearViscosity
  exact div_lt_div_of_pos_left (by positivity) (by positivity) (by nlinarith [h3])
```

The last theorem inserts the shear viscosity into the channel formula and divides the previous inequality by W³, which is positive. Because a is itself positive when s and τ are, Poiseuille's law applies with η = a, and the quantity compared here is the ratio of force density to flux. The local viscosity from uniform shear is thereby used throughout the channel, an approximation suited to channels wide compared with the distance over which the electron distribution relaxes.

```lean
/-- Negative magnetoresistance of viscous electron flow: the Poiseuille resistance of a
channel strictly decreases with the magnitude of the cyclotron frequency. -/
theorem channelResistance_lt {τ s W w₁ w₂ : ℝ} (hτ : 0 < τ) (hs : 0 < s) (hW : 0 < W)
    (h : |w₁| < |w₂|) :
    channelResistance (shearViscosity w₂ τ s) W
      < channelResistance (shearViscosity w₁ τ s) W := by
  have h1 := shearViscosity_lt hτ hs h
  unfold channelResistance
  exact div_lt_div_of_pos_right (by linarith) (pow_pos hW 3)

end

end ElectronHallViscosity
```

```lean
#print axioms ElectronHallViscosity.isSteadyState_iff
#print axioms ElectronHallViscosity.poiseuille_law
#print axioms ElectronHallViscosity.channelResistance_lt
```

```
'ElectronHallViscosity.isSteadyState_iff' depends on axioms: [propext, Classical.choice, Quot.sound]
'ElectronHallViscosity.poiseuille_law' depends on axioms: [propext, Classical.choice, Quot.sound]
'ElectronHallViscosity.channelResistance_lt' depends on axioms: [propext, Classical.choice, Quot.sound]
```
